# The third-order energy of the quartic oscillator from its first-order wavefunction

Add $\lambda x^2$ to the harmonic oscillator $H_0=-\tfrac12\,d^2/dx^2+\tfrac12x^2$. The result is again harmonic, with ground-state energy

$$\tfrac12\sqrt{1+2\lambda}=\tfrac12+\tfrac12\lambda-\tfrac14\lambda^2+\tfrac14\lambda^3-\cdots$$

Let $\psi_0=e^{-x^2/2}$, and let $\langle\cdot\rangle$ be the average with weight $e^{-x^2}/\sqrt\pi$. To first order in $\lambda$ the wavefunction is $(1+\lambda p_1)\psi_0$ with $p_1=-\tfrac12(x^2-\tfrac12)$, where the constant is chosen so that $\langle p_1\rangle=0$. This $p_1$ already yields the cubic coefficient:

$$\langle(x^2-\tfrac12)p_1^2\rangle=\tfrac14\langle(x^2-\tfrac12)^3\rangle=\tfrac14.$$

No second-order wavefunction was needed. The same mechanism works for $\lambda x^4$, where no closed formula for the energy is at hand.

## Eliminating the higher corrections

Let $V$ be a polynomial perturbation, with wavefunction corrections $p_k\psi_0$, $p_k$ polynomial, and energy corrections $E_k$. For any solution of the first three perturbation equations,

$$E_1=\langle V\rangle,\quad E_2=\langle(V-E_1)p_1\rangle,\quad E_3=\langle(V-E_1)p_1^2\rangle-2E_2\langle p_1\rangle.$$

Since $(p\psi_0)''=(p''-2xp'+(x^2-1)p)\psi_0$,

$$(H_0-\tfrac12)(p\psi_0)=(Lp)\psi_0,\qquad Lp=xp'-\tfrac12p''.$$

Dividing the perturbation equations by $\psi_0$ gives

$$\begin{aligned}Lp_1&=E_1-V,\\ Lp_2&=(E_1-V)p_1+E_2,\\ Lp_3&=(E_1-V)p_2+E_2p_1+E_3.\end{aligned}$$

For any polynomial $q$, $(q\,e^{-x^2})'=(q'-2xq)e^{-x^2}$, and the integral of the left side over the line is zero. Hence $\langle q'-2xq\rangle=0$. With $W=qp'-pq'$ we have $W'=qp''-pq''$, so

$$q\,Lp-p\,Lq=-\tfrac12(W'-2xW),\qquad\text{hence}\qquad\langle q\,Lp\rangle=\langle p\,Lq\rangle.$$

Taking $q=1$ gives $\langle Lp\rangle=0$. Averaging the first two equations now gives $E_1$ and $E_2$; averaging the third gives $E_3=\langle(V-E_1)p_2\rangle-E_2\langle p_1\rangle$. Symmetry removes $p_2$:

$$\langle(V-E_1)p_2\rangle=-\langle p_2\,Lp_1\rangle=-\langle p_1\,Lp_2\rangle=\langle(V-E_1)p_1^2\rangle-E_2\langle p_1\rangle.$$

## Numbers for the quartic term

For $V=x^4$ take $f=\tfrac9{16}-\tfrac34x^2-\tfrac14x^4$. Then

$$Lf=(-\tfrac32x^2-x^4)+(\tfrac34+\tfrac32x^2)=\tfrac34-x^4,$$

so $f$ solves the first equation with $E_1=\tfrac34$. Putting $q=x^{n+1}$ in the total-derivative identity gives $\langle x^{n+2}\rangle=\tfrac{n+1}2\langle x^n\rangle$. The even moments from $x^2$ to $x^{12}$ are therefore $\tfrac12,\tfrac34,\tfrac{15}8,\tfrac{105}{16},\tfrac{945}{32},\tfrac{10395}{64}$, and

$$\langle f\rangle=\tfrac9{16}-\tfrac38-\tfrac3{16}=0,\qquad E_2=\langle x^4f\rangle=\tfrac{27}{64}-\tfrac{45}{32}-\tfrac{105}{64}=-\tfrac{21}8.$$

For the third order,

$$(x^4-\tfrac34)f^2=-\tfrac{243}{1024}+\tfrac{81}{128}x^2+\tfrac{27}{256}x^4-\tfrac98x^6+\tfrac{15}{64}x^8+\tfrac38x^{10}+\tfrac1{16}x^{12},$$

$$E_3=\frac{-243+324+81-2160+1575+11340+10395}{1024}=\frac{333}{16}.$$

## Wavefunctions and the Hamiltonian in Lean

```lean
import Mathlib

open Polynomial MeasureTheory

namespace QuarticOscillatorPerturbation

noncomputable section
```

A wavefunction is represented by its polynomial factor, of type `ℝ[X]`.

```lean
/-- The wavefunction `p(x) exp(-x²/2)` with polynomial factor `p`; `wave 1` is `ψ₀`. -/
def wave (p : ℝ[X]) (x : ℝ) : ℝ := p.eval x * Real.exp (-x ^ 2 / 2)
```

The function `wave 1` is $\psi_0$, which is not normalised; the unit vector is $\pi^{-1/4}\psi_0$. The Hamiltonian is the actual differential operator, in units with $\hbar=m=\omega=1$.

```lean
/-- The harmonic-oscillator Hamiltonian `-(1/2) d²/dx² + x²/2`. -/
def H0 (ψ : ℝ → ℝ) (x : ℝ) : ℝ := -(deriv (deriv ψ) x) / 2 + x ^ 2 / 2 * ψ x
```

The operator $L$ is called `shifted`.

```lean
/-- The operator `x d/dx - (1/2) d²/dx²` on polynomials. -/
def shifted (p : ℝ[X]) : ℝ[X] :=
  X * derivative p - C (1 / 2) * derivative (derivative p)
```

The next theorem connects the two. Its proof differentiates `wave q` once, for arbitrary `q`, and applies that rule twice.

```lean
/-- `H0 - 1/2` acts on a wavefunction through `shifted` on its polynomial factor. -/
theorem H0_wave (p : ℝ[X]) (x : ℝ) :
    H0 (wave p) x - 1 / 2 * wave p x = wave (shifted p) x := by
  have d : ∀ q : ℝ[X], deriv (wave q) = wave (derivative q - X * q) := by
    intro q
    refine _root_.funext fun y => ?_
    have h1 : HasDerivAt (fun z : ℝ => -z ^ 2 / 2) (-y) y :=
      ((hasDerivAt_pow 2 y).fun_neg.div_const 2).congr_deriv (by
        simp only [Nat.cast_ofNat, Nat.reduceSub, pow_one]
        ring)
    have h2 : HasDerivAt (wave q) (wave (derivative q - X * q) y) y :=
      ((q.hasDerivAt y).fun_mul h1.exp).congr_deriv (by
        simp only [wave, eval_sub, eval_mul, eval_X]
        ring)
    exact h2.deriv
  unfold H0
  rw [d, d]
  simp only [wave, shifted, derivative_sub, derivative_mul, derivative_X, eval_sub,
    eval_mul, eval_add, eval_X, eval_C, eval_one]
  ring
```

## Gaussian averages and symmetry

Integrability is proved by building a polynomial from monomials.

```lean
/-- Every polynomial is integrable against the Gaussian weight `exp(-x²)`. -/
theorem integrable_gauss (p : ℝ[X]) :
    Integrable (fun x : ℝ => p.eval x * Real.exp (-x ^ 2)) := by
  refine Polynomial.induction_on' p ?_ ?_
  · intro p q hp hq
    exact (hp.add hq).congr (Filter.Eventually.of_forall fun x => by simp [add_mul])
  · intro n a
    have hn : (-1 : ℝ) < (n : ℝ) := by
      have : (0 : ℝ) ≤ (n : ℝ) := Nat.cast_nonneg n
      linarith
    have h := (integrable_rpow_mul_exp_neg_mul_sq (b := 1) one_pos hn).const_mul a
    exact h.congr (Filter.Eventually.of_forall fun x => by
      simp only [eval_monomial, Real.rpow_natCast, neg_mul, one_mul, mul_assoc])
```

It makes the average additive, so `avg` can be defined as a linear map. Because the weight is $\psi_0^2$ divided by its integral, `avg p` is the expectation value of $p$ in the normalised ground state.

```lean
/-- The average of a polynomial with weight `exp(-x²)/√π`. -/
def avg : ℝ[X] →ₗ[ℝ] ℝ where
  toFun p := (∫ x : ℝ, p.eval x * Real.exp (-x ^ 2)) / √Real.pi
  map_add' p q := by
    simp only [eval_add, add_mul]
    rw [integral_add (integrable_gauss p) (integrable_gauss q), add_div]
  map_smul' a p := by
    simp only [Polynomial.eval_smul, smul_eq_mul, mul_assoc, integral_const_mul,
      RingHom.id_apply, mul_div_assoc]
```

The whole argument turns on the vanishing integral of a total derivative.

```lean
/-- Integration by parts: the Gaussian average of `q' - 2xq` vanishes. -/
theorem avg_total (q : ℝ[X]) : avg (derivative q - C 2 * X * q) = 0 := by
  have h : ∫ x : ℝ, (derivative q - C 2 * X * q).eval x * Real.exp (-x ^ 2) = 0 := by
    refine integral_eq_zero_of_hasDerivAt_of_integrable
      (f := fun x : ℝ => q.eval x * Real.exp (-x ^ 2)) (fun x => ?_)
      (integrable_gauss _) (integrable_gauss q)
    have h1 : HasDerivAt (fun y : ℝ => -y ^ 2) (-(2 * x)) x :=
      (hasDerivAt_pow 2 x).fun_neg.congr_deriv (by norm_num)
    exact ((q.hasDerivAt x).fun_mul h1.exp).congr_deriv (by
      simp only [eval_sub, eval_mul, eval_X, eval_C]
      ring)
  change (∫ x : ℝ, (derivative q - C 2 * X * q).eval x * Real.exp (-x ^ 2)) / _ = 0
  rw [h, zero_div]
```

The Mathlib lemma used here is `integral_eq_zero_of_hasDerivAt_of_integrable`. It asks for a function on the line, its derivative at every point, and the integrability of both; it returns that the derivative integrates to zero. The boundary terms never have to be computed: an integrable derivative forces limits at $\pm\infty$, and integrability of the function itself forces those limits to be zero. Both integrability conditions come from `integrable_gauss`.

The identity is used twice, first for the moments and then for the symmetry of $L$.

```lean
/-- The weight is normalised, and `⟨xⁿ⁺²⟩ = (n+1)/2 ⟨xⁿ⟩`. -/
theorem moments : avg 1 = 1 ∧
    ∀ n : ℕ, avg (X ^ (n + 2)) = ((n : ℝ) + 1) / 2 * avg (X ^ n) := by
  constructor
  · have h := integral_gaussian 1
    simp only [neg_mul, one_mul, div_one] at h
    change (∫ x : ℝ, (1 : ℝ[X]).eval x * Real.exp (-x ^ 2)) / √Real.pi = 1
    simp only [eval_one, one_mul]
    rw [h]
    exact div_self (Real.sqrt_pos.mpr Real.pi_pos).ne'
  · intro n
    have h := avg_total (X ^ (n + 1))
    have e : derivative (X ^ (n + 1) : ℝ[X]) - C 2 * X * X ^ (n + 1)
        = ((n : ℝ) + 1) • X ^ n - (2 : ℝ) • X ^ (n + 2) := by
      simp only [derivative_X_pow, Nat.add_sub_cancel, Nat.cast_add, Nat.cast_one,
        smul_eq_C_mul]
      ring
    rw [e] at h
    simp only [_root_.map_sub, _root_.map_smul, smul_eq_mul] at h
    linear_combination (-1 / 2) * h

/-- The operator `shifted` is symmetric for the Gaussian average. -/
theorem avg_symm (q p : ℝ[X]) : avg (q * shifted p) = avg (p * shifted q) := by
  -- the difference is a total derivative built from the Wronskian
  have e : q * shifted p - p * shifted q = (-1 / 2 : ℝ) •
      (derivative (q * derivative p - p * derivative q)
        - C 2 * X * (q * derivative p - p * derivative q)) := by
    refine Polynomial.funext fun x => ?_
    simp only [shifted, derivative_sub, derivative_mul, eval_sub, eval_mul, eval_add,
      eval_X, eval_C, Polynomial.eval_smul, smul_eq_mul]
    ring
  rw [← sub_eq_zero, ← _root_.map_sub, e, _root_.map_smul, avg_total, smul_zero]
```

## The perturbation equations and the energy formulas

The structure `Hierarchy` states the three equations pointwise in $x$, for the wavefunctions themselves.

```lean
/-- The first three Rayleigh–Schrödinger equations for `H0 + λV` about `ψ₀`, with
corrections `pₖψ₀` to the wavefunction and `Eₖ` to the energy. -/
structure Hierarchy (V p₁ p₂ p₃ : ℝ[X]) (E₁ E₂ E₃ : ℝ) : Prop where
  first : ∀ x, H0 (wave p₁) x - 1 / 2 * wave p₁ x + (V.eval x - E₁) * wave 1 x = 0
  second : ∀ x, H0 (wave p₂) x - 1 / 2 * wave p₂ x + (V.eval x - E₁) * wave p₁ x
    = E₂ * wave 1 x
  third : ∀ x, H0 (wave p₃) x - 1 / 2 * wave p₃ x + (V.eval x - E₁) * wave p₂ x
    = E₂ * wave p₁ x + E₃ * wave 1 x
```

These equations are a hypothesis: they are what the eigenvalue equation for $H_0+\lambda V$ gives at orders $\lambda$, $\lambda^2$ and $\lambda^3$ when formal power series starting from $\psi_0$ and the energy $\tfrac12$ are inserted. They do not assert that these series converge. Nothing is assumed about the normalisation of the corrections, which is why $\langle p_1\rangle$ appears in the result.

```lean
/-- The 2n+1 theorem for n = 1: for polynomial `V` and polynomial corrections, the
first-order wavefunction fixes the energies through third order. -/
theorem two_n_plus_one {V p₁ p₂ p₃ : ℝ[X]} {E₁ E₂ E₃ : ℝ}
    (h : Hierarchy V p₁ p₂ p₃ E₁ E₂ E₃) :
    E₁ = avg V ∧ E₂ = avg ((V - C E₁) * p₁) ∧
      E₃ = avg ((V - C E₁) * p₁ ^ 2) - 2 * E₂ * avg p₁ := by
  -- strip the Gaussian factor from the three equations
  have inj : ∀ p r : ℝ[X],
      (∀ x, H0 (wave p) x - 1 / 2 * wave p x = wave r x) → shifted p = r := by
    intro p r hx
    refine Polynomial.funext fun x => ?_
    have h1 := hx x
    rw [H0_wave] at h1
    unfold wave at h1
    exact mul_right_cancel₀ (Real.exp_ne_zero _) h1
  have e1 : shifted p₁ = C E₁ - V := inj _ _ fun x => by
    have := h.first x
    simp only [wave, eval_sub, eval_C, eval_one] at this ⊢
    linear_combination this
  have e2 : shifted p₂ = (C E₁ - V) * p₁ + C E₂ := inj _ _ fun x => by
    have := h.second x
    simp only [wave, eval_sub, eval_add, eval_mul, eval_C, eval_one] at this ⊢
    linear_combination this
  have e3 : shifted p₃ = (C E₁ - V) * p₂ + C E₂ * p₁ + C E₃ := inj _ _ fun x => by
    have := h.third x
    simp only [wave, eval_sub, eval_add, eval_mul, eval_C, eval_one] at this ⊢
    linear_combination this
  have z : ∀ p, avg (shifted p) = 0 := by
    intro p
    have h1 := avg_symm 1 p
    have h2 : shifted 1 = 0 := by simp [shifted]
    rwa [h2, mul_zero, _root_.map_zero, one_mul] at h1
  have c : ∀ (a : ℝ) (p : ℝ[X]), avg (C a * p) = a * avg p := by
    intro a p
    rw [← smul_eq_C_mul, _root_.map_smul, smul_eq_mul]
  have c1 : ∀ a : ℝ, avg (C a) = a := by
    intro a
    have := c a 1
    rwa [mul_one, moments.1, mul_one] at this
  refine ⟨?_, ?_, ?_⟩
  · have := z p₁
    rw [e1, _root_.map_sub, c1] at this
    linarith
  · have := z p₂
    rw [e2, _root_.map_add, c1] at this
    have s : (V - C E₁) * p₁ = -((C E₁ - V) * p₁) := by ring
    rw [s, _root_.map_neg]
    linarith
  · -- symmetry removes the second-order wavefunction
    have a := z p₃
    rw [e3, _root_.map_add, _root_.map_add, c, c1] at a
    have b := avg_symm p₂ p₁
    have s : p₁ * ((C E₁ - V) * p₁ + C E₂)
        = C E₂ * p₁ - (V - C E₁) * p₁ ^ 2 := by ring
    rw [e1, e2, mul_comm p₂, s, _root_.map_sub, c] at b
    linear_combination a - b
```

The step `inj` cancels the exponential and yields the three equations for $L$, named `e1`, `e2` and `e3`; `z` is $\langle Lp\rangle=0$. In the last part, `a` is the averaged third equation and `b` the symmetry relation between $p_1$ and $p_2$. Their difference is the formula for $E_3$.

In general, the $2n+1$ theorem obtains the energy through order $2n+1$ from the wavefunction through order $n$. The statement here is the case $n=1$ for one particle in one dimension, with polynomial $V$ and polynomial corrections. Density functional perturbation theory uses the same elimination to get third-order energy derivatives from first-order orbitals, but this non-interacting model has no self-consistent response of the potential.

## The quartic oscillator

```lean
/-- The polynomial `f = 9/16 - 3x²/4 - x⁴/4`. -/
def f : ℝ[X] := C (9 / 16) - C (3 / 4) * X ^ 2 - C (1 / 4) * X ^ 4
```

Explicit second- and third-order factors show that the equations starting from $f$ have a solution.

```lean
/-- The polynomial `141x²/64 + 53x⁴/64 + 13x⁶/48 + x⁸/32`. -/
def g : ℝ[X] := C (141 / 64) * X ^ 2 + C (53 / 64) * X ^ 4 + C (13 / 48) * X ^ 6
  + C (1 / 32) * X ^ 8

/-- The even polynomial of degree twelve used as third-order correction. -/
def k : ℝ[X] := C (-2475 / 128) * X ^ 2 + C (-3609 / 512) * X ^ 4
  + C (-503 / 256) * X ^ 6 + C (-179 / 512) * X ^ 8 + C (-17 / 384) * X ^ 10
  + C (-1 / 384) * X ^ 12

/-- For the perturbation `x⁴`, the polynomials `f`, `g`, `k` solve the first three
perturbation equations with energies `3/4`, `-21/8`, `333/16`. -/
theorem quartic_witness : Hierarchy (X ^ 4) f g k (3 / 4) (-21 / 8) (333 / 16) := by
  refine ⟨fun x => ?_, fun x => ?_, fun x => ?_⟩ <;> rw [H0_wave] <;>
    simp only [wave, shifted, f, g, k, derivative_add, derivative_sub, derivative_C_mul,
      derivative_X_pow, derivative_C, derivative_zero, eval_add, eval_sub, eval_mul,
      eval_pow, eval_X, eval_C, eval_one, eval_zero, Nat.reduceSub, Nat.cast_ofNat,
      Nat.cast_one] <;> ring
```

The proof replaces $H_0-\tfrac12$ by `shifted`, differentiates the polynomials and compares both sides with `ring`. The averages are computed separately, by expanding in powers of $x$ and inserting the moments.

```lean
/-- The Gaussian averages `⟨f⟩ = 0`, `⟨x⁴⟩ = 3/4`, `⟨x⁴f⟩ = -21/8` and
`⟨(x⁴ - 3/4)f²⟩ = 333/16`. -/
theorem quartic_averages : avg f = 0 ∧ avg (X ^ 4) = 3 / 4 ∧
    avg (X ^ 4 * f) = -21 / 8 ∧ avg ((X ^ 4 - C (3 / 4)) * f ^ 2) = 333 / 16 := by
  obtain ⟨m0, m⟩ := moments
  have m2 : avg (X ^ 2) = 1 / 2 := (m 0).trans (by rw [pow_zero, m0]; norm_num)
  have m4 : avg (X ^ 4) = 3 / 4 := (m 2).trans (by rw [m2]; norm_num)
  have m6 : avg (X ^ 6) = 15 / 8 := (m 4).trans (by rw [m4]; norm_num)
  have m8 : avg (X ^ 8) = 105 / 16 := (m 6).trans (by rw [m6]; norm_num)
  have m10 : avg (X ^ 10) = 945 / 32 := (m 8).trans (by rw [m8]; norm_num)
  have m12 : avg (X ^ 12) = 10395 / 64 := (m 10).trans (by rw [m10]; norm_num)
  -- expand each polynomial in powers of x
  have e1 : f = (9 / 16 : ℝ) • 1 + (-3 / 4 : ℝ) • X ^ 2 + (-1 / 4 : ℝ) • X ^ 4 := by
    refine Polynomial.funext fun x => ?_
    simp only [f, eval_add, eval_sub, eval_mul, eval_pow, eval_X, eval_C, eval_one,
      Polynomial.eval_smul, smul_eq_mul]
    ring
  have e2 : X ^ 4 * f = (9 / 16 : ℝ) • X ^ 4 + (-3 / 4 : ℝ) • X ^ 6
      + (-1 / 4 : ℝ) • X ^ 8 := by
    refine Polynomial.funext fun x => ?_
    simp only [f, eval_add, eval_sub, eval_mul, eval_pow, eval_X, eval_C,
      Polynomial.eval_smul, smul_eq_mul]
    ring
  have e3 : (X ^ 4 - C (3 / 4)) * f ^ 2 = (-243 / 1024 : ℝ) • 1 + (81 / 128 : ℝ) • X ^ 2
      + (27 / 256 : ℝ) • X ^ 4 + (-9 / 8 : ℝ) • X ^ 6 + (15 / 64 : ℝ) • X ^ 8
      + (3 / 8 : ℝ) • X ^ 10 + (1 / 16 : ℝ) • X ^ 12 := by
    refine Polynomial.funext fun x => ?_
    simp only [f, eval_add, eval_sub, eval_mul, eval_pow, eval_X, eval_C, eval_one,
      Polynomial.eval_smul, smul_eq_mul]
    ring
  refine ⟨?_, m4, ?_, ?_⟩
  · rw [e1]
    simp only [_root_.map_add, _root_.map_smul, smul_eq_mul, m0, m2, m4]
    norm_num
  · rw [e2]
    simp only [_root_.map_add, _root_.map_smul, smul_eq_mul, m4, m6, m8]
    norm_num
  · rw [e3]
    simp only [_root_.map_add, _root_.map_smul, smul_eq_mul, m0, m2, m4, m6, m8, m10, m12]
    norm_num
```

The last theorem combines the averages with the general formulas. Whatever polynomials `p₂` and `p₃` continue the solution from $f$, the energies are the same. They are coefficients of the formal perturbation series; the theorem makes no statement about its convergence or about the exact eigenvalue at finite $\lambda$.

```lean
/-- For the perturbation `x⁴`, every polynomial solution of the first three perturbation
equations with first-order factor `f` has energies `3/4`, `-21/8`, `333/16`. -/
theorem quartic_energies {p₂ p₃ : ℝ[X]} {E₁ E₂ E₃ : ℝ}
    (h : Hierarchy (X ^ 4) f p₂ p₃ E₁ E₂ E₃) :
    E₁ = 3 / 4 ∧ E₂ = -21 / 8 ∧ E₃ = 333 / 16 := by
  obtain ⟨h1, h2, h3⟩ := two_n_plus_one h
  obtain ⟨a0, a1, a2, a3⟩ := quartic_averages
  have hE : E₁ = 3 / 4 := h1.trans a1
  rw [hE, sub_mul, _root_.map_sub, a2, ← smul_eq_C_mul, _root_.map_smul, a0,
    smul_zero, sub_zero] at h2
  rw [hE, a3, a0, mul_zero, sub_zero] at h3
  exact ⟨hE, h2, h3⟩

end

end QuarticOscillatorPerturbation
```

```lean
#print axioms QuarticOscillatorPerturbation.quartic_energies
-- 'QuarticOscillatorPerturbation.quartic_energies' depends on axioms: [propext, Classical.choice, Quot.sound]
```
